# The integral of an isotropic function over a ball in three-dimensional wavevector space is 4π times a radial integral weighted by r²

In three-dimensional wavevector space, let a quantity depend on the wavevector only through its length, and integrate it over all wavevectors shorter than a cutoff Q ≥ 0. The theorem `integral_ball_radial` says that the result is 4π times the integral of r² f(r) from 0 to Q, for any real function f. No integrability is assumed, since Lean gives the integral of a non-integrable function the value zero. The proof extends the integrand by zero outside the ball, passes to polar coordinates over the whole space, and then cuts the radial integral back to the interval from 0 to Q.

As first written in Lean, the proof fails:

```lean
import Mathlib

open MeasureTheory Set Metric Real Filter

noncomputable section

namespace CoreHolePlasmon

/-- Plasmon wavevectors in three-dimensional space. -/
abbrev Wavevector := EuclideanSpace ℝ (Fin 3)

/-- Cutting an isotropic function off outside a ball is the same as cutting off its radial
profile. -/
theorem indicator_ball_radial (Q : ℝ) (f : ℝ → ℝ) :
    (ball (0 : Wavevector) Q).indicator (fun q => f ‖q‖)
      = fun q => (Iio Q).indicator f ‖q‖ := by
  funext q
  by_cases h : ‖q‖ < Q
  · rw [indicator_of_mem (mem_ball_zero_iff.mpr h), indicator_of_mem (mem_Iio.mpr h)]
  · rw [indicator_of_notMem (mt mem_ball_zero_iff.mp h), indicator_of_notMem (mt mem_Iio.mp h)]

/-- The integral of an isotropic function over a ball of wavevectors is a sum over spherical
shells of area `4πr²`. -/
theorem integral_ball_radial {Q : ℝ} (hQ : 0 ≤ Q) (f : ℝ → ℝ) :
    ∫ q in ball (0 : Wavevector) Q, f ‖q‖ = 4 * π * ∫ r in (0 : ℝ)..Q, r ^ 2 * f r := by
  have hv : (volume : Measure Wavevector).real (ball 0 1) = 4 * π / 3 := by
    rw [measureReal_def, EuclideanSpace.volume_ball_fin_three, ENNReal.toReal_mul,
      ENNReal.toReal_pow, ENNReal.toReal_ofReal zero_le_one,
      ENNReal.toReal_ofReal (by positivity)]
    ring
  have hi : ∀ r : ℝ, r ^ 2 * (Iio Q).indicator f r
      = (Iio Q).indicator (fun r => r ^ 2 * f r) r := by
    intro r
    by_cases h : r < Q <;> simp [indicator_apply, h]
  calc ∫ q in ball (0 : Wavevector) Q, f ‖q‖
      = ∫ q : Wavevector, (Iio Q).indicator f ‖q‖ := by
        rw [← integral_indicator measurableSet_ball]
        congr 1
        ext q
        simp [indicator_apply]
    _ = 4 * π * ∫ r in Ioi (0 : ℝ), (Iio Q).indicator (fun r => r ^ 2 * f r) r := by
        -- polar coordinates
        rw [integral_fun_norm_addHaar (volume : Measure Wavevector) ((Iio Q).indicator f),
          finrank_euclideanSpace_fin, hv]
        simp only [nsmul_eq_mul, smul_eq_mul, Nat.reduceSub, hi]
        push_cast
        ring
    _ = 4 * π * ∫ r in (0 : ℝ)..Q, r ^ 2 * f r := by
        rw [setIntegral_indicator measurableSet_Iio, Ioi_inter_Iio,
          intervalIntegral.integral_of_le hQ, integral_Ioc_eq_integral_Ioo]

end CoreHolePlasmon
```

The compiler's answer:

```
Main.lean:36:53: error: unsolved goals
case e_f
Q : ℝ
hQ : 0 ≤ Q
f : ℝ → ℝ
hv : volume.real (ball 0 1) = 4 * π / 3
hi : ∀ (r : ℝ), r ^ 2 * (Iio Q).indicator f r = (Iio Q).indicator (fun r => r ^ 2 * f r) r
q : Wavevector
⊢ (ball 0 Q).indicator (fun q => f ‖q‖) q = if ‖q‖ < Q then f ‖q‖ else 0
Main.lean:34:33: warning: This simp argument is unused:
  indicator_apply

Hint: Omit it from the simp argument list.
  [apply] simp [h]

Note: This linter can be disabled with `set_option linter.unusedSimpArgs false`
```

The error is in the first step of the calculation, where the cutoff on the ball must be matched with the cutoff on the radius. In the goal that is left, `simp [indicator_apply]` has turned the radial indicator into an `if`, but the indicator of the ball is still folded. `indicator_apply` needs a `Decidable` instance for membership in the set. Lean finds one for `Iio Q` but none for `ball 0 Q`, so the lemma rewrites only one side.

The repair rewrites with `indicator_ball_radial Q f`, proved earlier in the file, which says that the two cutoffs are the same function. Its proof splits on `‖q‖ < Q` and uses `indicator_of_mem` and `indicator_of_notMem`, which need no such instance. After the rewrite both sides agree, and `rw` closes the goal.

The warning concerns the proof of `hi`, where `simp` never used `indicator_apply`. Removing it there is mere tidying.

The repair, with which the file compiles:

```diff
@@ -32,11 +32,8 @@
       = (Iio Q).indicator (fun r => r ^ 2 * f r) r := by
     intro r
-    by_cases h : r < Q <;> simp [indicator_apply, h]
+    by_cases h : r < Q <;> simp [h]
   calc ∫ q in ball (0 : Wavevector) Q, f ‖q‖
       = ∫ q : Wavevector, (Iio Q).indicator f ‖q‖ := by
-        rw [← integral_indicator measurableSet_ball]
-        congr 1
-        ext q
-        simp [indicator_apply]
+        rw [← integral_indicator measurableSet_ball, indicator_ball_radial Q f]
     _ = 4 * π * ∫ r in Ioi (0 : ℝ), (Iio Q).indicator (fun r => r ^ 2 * f r) r := by
         -- polar coordinates
```
